# For each Slater–Koster s-d, p-d or d-d bond, the squared table entries sum to a value independent of bond direction

**Q.** Before any theorem, I want to know which orbitals and which conventions you use.

**A.** An s orbital and the real p and d orbitals, all normalised, on fixed Cartesian axes. The bond runs from the first atom to the second, with direction cosines \(l, m, n\). In an s-d or p-d pair the d orbital sits on the second atom.

```lean
import Mathlib

open Matrix

namespace SlaterKoster

noncomputable section

/-- The three real p orbitals. -/
inductive POrb
  | x | y | z
  deriving DecidableEq

instance : Fintype POrb where
  elems := {.x, .y, .z}
  complete := fun a => by cases a <;> simp

/-- The five real d orbitals; `x2y2` is x² - y² and `z2` is 3z² - r². -/
inductive DOrb
  | xy | yz | zx | x2y2 | z2
  deriving DecidableEq

instance : Fintype DOrb where
  elems := {.xy, .yz, .zx, .x2y2, .z2}
  complete := fun a => by cases a <;> simp
```

The bond is also a unit vector \(r=(l,m,n)\), whose components carry the p labels.

```lean
/-- The bond direction, with components labelled by the p orbitals. -/
def bond (l m n : ℝ) : POrb → ℝ := fun a => match a with
  | .x => l
  | .y => m
  | .z => n
```

**Q.** And the tables? I would distrust a definition chosen to make the sum rule come out.

**A.** They are the usual explicit polynomials, entry by entry. In the code `σ`, `π` and `δ` are arbitrary real numbers, the two-centre integrals; `π` is not the circle constant. The s-d table is a vector over the d orbitals, the p-d table has p rows and d columns, and the d-d table is square.

```lean
/-- The s-d table for direction cosines `l, m, n` and integral sdσ = `σ`. -/
def sd (l m n σ : ℝ) : DOrb → ℝ := fun b => match b with
  | .xy => √3 * l * m * σ
  | .yz => √3 * m * n * σ
  | .zx => √3 * n * l * σ
  | .x2y2 => √3 / 2 * (l^2 - m^2) * σ
  | .z2 => (n^2 - (l^2 + m^2) / 2) * σ

/-- The p-d table for integrals pdσ = `σ` and pdπ = `π`. -/
def pd (l m n σ π : ℝ) : Matrix POrb DOrb ℝ := Matrix.of fun a b => match a, b with
  | .x, .xy => √3 * l^2 * m * σ + m * (1 - 2 * l^2) * π
  | .x, .yz | .y, .zx | .z, .xy => l * m * n * (√3 * σ - 2 * π)
  | .x, .zx => √3 * l^2 * n * σ + n * (1 - 2 * l^2) * π
  | .y, .xy => √3 * m^2 * l * σ + l * (1 - 2 * m^2) * π
  | .y, .yz => √3 * m^2 * n * σ + n * (1 - 2 * m^2) * π
  | .z, .yz => √3 * n^2 * m * σ + m * (1 - 2 * n^2) * π
  | .z, .zx => √3 * n^2 * l * σ + l * (1 - 2 * n^2) * π
  | .x, .x2y2 => √3 / 2 * l * (l^2 - m^2) * σ + l * (1 - l^2 + m^2) * π
  | .y, .x2y2 => √3 / 2 * m * (l^2 - m^2) * σ - m * (1 + l^2 - m^2) * π
  | .z, .x2y2 => √3 / 2 * n * (l^2 - m^2) * σ - n * (l^2 - m^2) * π
  | .x, .z2 => l * (n^2 - (l^2 + m^2) / 2) * σ - √3 * l * n^2 * π
  | .y, .z2 => m * (n^2 - (l^2 + m^2) / 2) * σ - √3 * m * n^2 * π
  | .z, .z2 => n * (n^2 - (l^2 + m^2) / 2) * σ + √3 * n * (l^2 + m^2) * π

/-- The d-d table for integrals ddσ = `σ`, ddπ = `π` and ddδ = `δ`. -/
def dd (l m n σ π δ : ℝ) : Matrix DOrb DOrb ℝ := Matrix.of fun a b => match a, b with
  | .xy, .xy => 3 * l^2 * m^2 * σ + (l^2 + m^2 - 4 * l^2 * m^2) * π + (n^2 + l^2 * m^2) * δ
  | .yz, .yz => 3 * m^2 * n^2 * σ + (m^2 + n^2 - 4 * m^2 * n^2) * π + (l^2 + m^2 * n^2) * δ
  | .zx, .zx => 3 * n^2 * l^2 * σ + (n^2 + l^2 - 4 * n^2 * l^2) * π + (m^2 + n^2 * l^2) * δ
  | .xy, .yz | .yz, .xy => l * n * (3 * m^2 * σ + (1 - 4 * m^2) * π + (m^2 - 1) * δ)
  | .xy, .zx | .zx, .xy => m * n * (3 * l^2 * σ + (1 - 4 * l^2) * π + (l^2 - 1) * δ)
  | .yz, .zx | .zx, .yz => l * m * (3 * n^2 * σ + (1 - 4 * n^2) * π + (n^2 - 1) * δ)
  | .xy, .x2y2 | .x2y2, .xy => l * m * (l^2 - m^2) * (3 / 2 * σ - 2 * π + δ / 2)
  | .yz, .x2y2 | .x2y2, .yz => m * n * (3 / 2 * (l^2 - m^2) * σ
      - (1 + 2 * (l^2 - m^2)) * π + (1 + (l^2 - m^2) / 2) * δ)
  | .zx, .x2y2 | .x2y2, .zx => n * l * (3 / 2 * (l^2 - m^2) * σ
      + (1 - 2 * (l^2 - m^2)) * π - (1 - (l^2 - m^2) / 2) * δ)
  | .xy, .z2 | .z2, .xy => √3 * l * m * ((n^2 - (l^2 + m^2) / 2) * σ
      - 2 * n^2 * π + (1 + n^2) / 2 * δ)
  | .yz, .z2 | .z2, .yz => √3 * m * n * ((n^2 - (l^2 + m^2) / 2) * σ
      + (l^2 + m^2 - n^2) * π - (l^2 + m^2) / 2 * δ)
  | .zx, .z2 | .z2, .zx => √3 * n * l * ((n^2 - (l^2 + m^2) / 2) * σ
      + (l^2 + m^2 - n^2) * π - (l^2 + m^2) / 2 * δ)
  | .x2y2, .x2y2 => 3 / 4 * (l^2 - m^2)^2 * σ + (l^2 + m^2 - (l^2 - m^2)^2) * π
      + (n^2 + (l^2 - m^2)^2 / 4) * δ
  | .x2y2, .z2 | .z2, .x2y2 => √3 * (l^2 - m^2) * ((n^2 - (l^2 + m^2) / 2) / 2 * σ
      - n^2 * π + (1 + n^2) / 4 * δ)
  | .z2, .z2 => (n^2 - (l^2 + m^2) / 2)^2 * σ + 3 * n^2 * (l^2 + m^2) * π
      + 3 / 4 * (l^2 + m^2)^2 * δ
```

**Q.** So the tables are put in by hand.

**A.** Yes. They are not derived from integrals over atomic orbitals. They stand for the two-centre approximation: the coupling is symmetric about the bond axis, so only orbitals with the same angular momentum character about that axis couple. That leaves one σ, two π and two δ channels between d shells, and one σ and two π channels between p and d.

**Q.** Show me the sum rules by hand first.

**A.** Let \(u_b\) be the s-d entries with unit integral, and put \(q=l^2+m^2\). The xy and x²−y² entries together give \(3l^2m^2+\tfrac34(l^2-m^2)^2=\tfrac34q^2\), and yz and zx give \(3n^2q\). Hence
\[
\sum_b u_b^2=\tfrac34q^2+3n^2q+\left(n^2-\tfrac q2\right)^2=(q+n^2)^2=1 .
\]
Scaling by sdσ gives the s-d rule.

For p-d, the table is \(T=\sigma\,r u^T+\pi W\), where \(W\) is its pure π part. Differentiate the quadratic forms \(u_b\) with \(l,m,n\) treated as independent, set \(G_{ab}=\partial_a u_b\), and then return to the unit sphere. Comparing entries gives
\[
W_{ab}=\frac{G_{ab}-2r_au_b}{\sqrt3}.
\]
The columns of \(G\), in the order xy, yz, zx, x²−y², 3z²−r², are
\[
\sqrt3(m,l,0),\ \sqrt3(0,n,m),\ \sqrt3(n,0,l),\ \sqrt3(l,-m,0),\ (-l,-m,2n).
\]
Multiplying out, \(GG^T=3\cdot 1+rr^T\). Since \(\sum_b u_b^2=(l^2+m^2+n^2)^2\) holds identically, half its gradient gives \(Gu=2r\). Since each \(u_b\) is homogeneous of degree two, \(r^TG=2u^T\). Therefore \(Wu=0\), \(r^TW=0\), and
\[
WW^T=\tfrac13\left(3\cdot 1+rr^T-4rr^T-4rr^T+4rr^T\right)=1-rr^T .
\]
The cross terms in \(TT^T\) vanish, so
\[
TT^T=\sigma^2rr^T+\pi^2(1-rr^T),\qquad \operatorname{tr}TT^T=\sigma^2+2\pi^2 .
\]

**Q.** And d-d?

**A.** Set \(P_\sigma=uu^T\), \(P_\pi=W^TW\) and \(P_\delta=1-P_\sigma-P_\pi\). The d-d table is \(D=\sigma P_\sigma+\pi P_\pi+\delta P_\delta\). To check this, let \(a,b\) both be d orbitals and let \(G_a\) be the column of \(G\) for orbital \(a\). Then
\[
(P_\pi)_{ab}=\tfrac13\left(G_a\cdot G_b-4u_au_b\right).
\]
For xy with xy this is \(l^2+m^2-4l^2m^2\), and the δ coefficient is \(1-3l^2m^2-(l^2+m^2-4l^2m^2)=n^2+l^2m^2\), as tabulated. The other entries follow by the same substitution, using \(l^2+m^2+n^2=1\).

Next, \(P_\sigma^2=P_\sigma\) because \(u\) is normalised, and \(P_\sigma P_\pi=P_\pi P_\sigma=0\) because \(Wu=0\). Also \(P_\pi^2=W^T(1-rr^T)W=P_\pi\). So these are orthogonal projectors, with traces \(1\), \(3-1=2\) and \(5-1-2=2\). As \(D\) is symmetric,
\[
\sum_{a,b}D_{ab}^2=\operatorname{tr}D^2=\sigma^2+2\pi^2+2\delta^2 .
\]

**Q.** Does the Lean proof follow that route?

**A.** The projector algebra is the same. The polynomial identities are checked by expansion instead of gradients. Two lemmas write out the orbital sums, and `cosine_powers` eliminates \(n^2\) and higher powers.

```lean
/-- A sum over the p orbitals written out. -/
theorem sumP (f : POrb → ℝ) : ∑ a, f a = f .x + f .y + f .z := by
  have h : (Finset.univ : Finset POrb) = {.x, .y, .z} := by
    ext i; cases i <;> simp
  rw [h]; simp; ring

/-- A sum over the d orbitals written out. -/
theorem sumD (f : DOrb → ℝ) :
    ∑ b, f b = f .xy + f .yz + f .zx + f .x2y2 + f .z2 := by
  have h : (Finset.univ : Finset DOrb) = {.xy, .yz, .zx, .x2y2, .z2} := by
    ext i; cases i <;> simp
  rw [h]; simp; ring

variable {l m n : ℝ}

/-- The powers `n^2` to `n^6` of the third direction cosine, rewritten so that `n` itself appears at
most to first power. -/
theorem cosine_powers (h : l^2 + m^2 + n^2 = 1) :
    n^2 = 1 - l^2 - m^2 ∧ n^3 = n * (1 - l^2 - m^2) ∧ n^4 = (1 - l^2 - m^2)^2 ∧
      n^5 = n * (1 - l^2 - m^2)^2 ∧ n^6 = (1 - l^2 - m^2)^3 := by
  have h2 : 1 - l^2 - m^2 = n^2 := by linarith
  rw [h2]
  refine ⟨rfl, ?_, ?_, ?_, ?_⟩ <;> ring
```

The s-d rule is then one expansion: `ring_nf` multiplies out, `simp only` substitutes for the powers of \(n\) and for \(\sqrt3^2\), and `ring` compares the two sides.

```lean
/-- The squared s-d entries sum to sdσ². -/
theorem sd_sum_sq (h : l^2 + m^2 + n^2 = 1) (σ : ℝ) :
    ∑ b, sd l m n σ b ^ 2 = σ^2 := by
  obtain ⟨h2, -, h4, -⟩ := cosine_powers h
  have hs : √3 ^ 2 = (3 : ℝ) := Real.sq_sqrt (by norm_num)
  simp only [sumD, sd]
  ring_nf
  simp only [h2, h4, hs]
  ring
```

Much the same steps, run entry by entry, give \(TT^T\), the two orthogonality relations for \(W\), and the channel form of \(D\). In the code \(W\) is `pd l m n 0 1` and \(u\) is `sd l m n 1`.

```lean
set_option maxHeartbeats 400000 in
/-- The p-d table times its transpose is pdσ² along the bond and pdπ² across it. -/
theorem pd_mul_transpose (h : l^2 + m^2 + n^2 = 1) (σ π : ℝ) :
    pd l m n σ π * (pd l m n σ π)ᵀ = π^2 • (1 : Matrix POrb POrb ℝ)
      + (σ^2 - π^2) • vecMulVec (bond l m n) (bond l m n) := by
  obtain ⟨h2, h3, h4, h5, h6⟩ := cosine_powers h
  have hs : √3 ^ 2 = (3 : ℝ) := Real.sq_sqrt (by norm_num)
  ext a b
  cases a <;> cases b <;>
    simp only [Matrix.mul_apply, transpose_apply, Matrix.add_apply, Matrix.smul_apply,
      smul_eq_mul, vecMulVec_apply, Matrix.one_apply, reduceCtorEq, if_true, if_false,
      sumD, pd, bond, Matrix.of_apply] <;>
    ring_nf <;> simp only [h2, h3, h4, h5, h6, hs] <;> ring

/-- The π part of the p-d table is orthogonal to the s-d vector on the d side and to the
bond direction on the p side. -/
theorem pi_orthogonal_sigma (h : l^2 + m^2 + n^2 = 1) :
    (∀ a, ∑ b, pd l m n 0 1 a b * sd l m n 1 b = 0) ∧
      ∀ b, ∑ a, bond l m n a * pd l m n 0 1 a b = 0 := by
  obtain ⟨h2, h3, h4, -⟩ := cosine_powers h
  constructor <;> intro a <;> cases a <;>
    simp only [sumD, sumP, pd, sd, bond, Matrix.of_apply] <;>
    ring_nf <;> simp only [h2, h3, h4] <;> ring

set_option maxHeartbeats 400000 in
/-- The d-d table splits into σ, π and δ parts built from the s-d and p-d tables. -/
theorem dd_channels (h : l^2 + m^2 + n^2 = 1) (σ π δ : ℝ) :
    dd l m n σ π δ = σ • vecMulVec (sd l m n 1) (sd l m n 1)
      + π • ((pd l m n 0 1)ᵀ * pd l m n 0 1)
      + δ • (1 - vecMulVec (sd l m n 1) (sd l m n 1)
        - (pd l m n 0 1)ᵀ * pd l m n 0 1) := by
  obtain ⟨h2, h3, h4, -⟩ := cosine_powers h
  have hs : √3 ^ 2 = (3 : ℝ) := Real.sq_sqrt (by norm_num)
  ext a b
  cases a <;> cases b <;>
    simp only [Matrix.mul_apply, transpose_apply, Matrix.add_apply, Matrix.sub_apply,
      Matrix.smul_apply, smul_eq_mul, vecMulVec_apply, Matrix.one_apply, reduceCtorEq,
      if_true, if_false, sumP, dd, pd, sd, Matrix.of_apply] <;>
    ring_nf <;> simp only [h2, h3, h4, hs] <;> ring
```

**Q.** A sum of squares would not notice a d-d entry whose overall sign is reversed.

**A.** `dd_channels` would. It fixes every d-d entry, sign included, in terms of the s-d and p-d tables.

The product rule comes next. Its inner statement `key` is the algebra of two orthogonal projectors. The `generalize` steps then replace the tables by plain symbols, so that only the relations for \(u\), \(W\) and \(r\) are used, as in the derivation above.

```lean
/-- Two d-d tables for the same bond direction multiply channel by channel. -/
theorem dd_mul (h : l^2 + m^2 + n^2 = 1) (σ π δ σ' π' δ' : ℝ) :
    dd l m n σ π δ * dd l m n σ' π' δ' = dd l m n (σ * σ') (π * π') (δ * δ') := by
  -- the algebra of two mutually orthogonal projectors
  have key : ∀ A B : Matrix DOrb DOrb ℝ, A * A = A → A * B = 0 → B * A = 0 → B * B = B →
      (σ • A + π • B + δ • (1 - A - B)) * (σ' • A + π' • B + δ' • (1 - A - B))
        = (σ * σ') • A + (π * π') • B + (δ * δ') • (1 - A - B) := by
    intro A B hAA hAB hBA hBB
    simp only [mul_add, add_mul, mul_sub, sub_mul, smul_mul_assoc, mul_smul_comm,
      mul_one, one_mul, hAA, hAB, hBA, hBB]
    module
  rw [dd_channels h σ π δ, dd_channels h σ' π' δ', dd_channels h (σ * σ') (π * π') (δ * δ')]
  have hu := sd_sum_sq h 1
  have hW := pd_mul_transpose h 0 1
  obtain ⟨hWu, hrW⟩ := pi_orthogonal_sigma h
  generalize pd l m n 0 1 = W at hW hWu hrW ⊢
  generalize sd l m n 1 = u at hu hWu ⊢
  generalize bond l m n = r at hW hrW
  simp only [sumD, sumP] at hu hWu hrW
  have h1 : W * vecMulVec u u = 0 := by
    ext a b
    simp only [Matrix.mul_apply, vecMulVec_apply, Matrix.zero_apply, sumD]
    linear_combination u b * hWu a
  have h2 : vecMulVec u u * Wᵀ = 0 := by
    ext b a
    simp only [Matrix.mul_apply, vecMulVec_apply, transpose_apply, Matrix.zero_apply, sumD]
    linear_combination u b * hWu a
  have h3 : vecMulVec r r * W = 0 := by
    ext a b
    simp only [Matrix.mul_apply, vecMulVec_apply, Matrix.zero_apply, sumP]
    linear_combination r a * hrW b
  apply key
  · ext a b
    simp only [Matrix.mul_apply, vecMulVec_apply, sumD]
    linear_combination u a * u b * hu
  · rw [← Matrix.mul_assoc, h2, Matrix.zero_mul]
  · rw [Matrix.mul_assoc, h1, Matrix.mul_zero]
  · calc Wᵀ * W * (Wᵀ * W) = Wᵀ * ((W * Wᵀ) * W) := by simp only [Matrix.mul_assoc]
      _ = Wᵀ * W := by
        rw [hW, Matrix.add_mul, Matrix.smul_mul, Matrix.smul_mul, h3, Matrix.one_mul]
        simp
```

The trace is computed directly from the five diagonal entries, not from the projector traces.

```lean
/-- The trace of the d-d table is ddσ + 2 ddπ + 2 ddδ. -/
theorem dd_trace (h : l^2 + m^2 + n^2 = 1) (σ π δ : ℝ) :
    (dd l m n σ π δ).trace = σ + 2 * π + 2 * δ := by
  obtain ⟨h2, -, h4, -⟩ := cosine_powers h
  simp only [Matrix.trace, Matrix.diag_apply, sumD, dd, Matrix.of_apply]
  ring_nf
  simp only [h2, h4]
  ring
```

**Q.** Now read me the final statement.

**A.** For any real \(l,m,n\) with \(l^2+m^2+n^2=1\), and any real values of the six integrals, the three sums of squares have the stated values. The right-hand sides contain no direction cosines.

```lean
/-- For every bond direction the squared entries of the s-d, p-d and d-d tables sum to
sdσ², pdσ² + 2 pdπ² and ddσ² + 2 ddπ² + 2 ddδ². -/
theorem slater_koster_sum_rules (h : l^2 + m^2 + n^2 = 1) (sdσ pdσ pdπ ddσ ddπ ddδ : ℝ) :
    ∑ b, sd l m n sdσ b ^ 2 = sdσ^2 ∧
    ∑ a, ∑ b, pd l m n pdσ pdπ a b ^ 2 = pdσ^2 + 2 * pdπ^2 ∧
    ∑ a, ∑ b, dd l m n ddσ ddπ ddδ a b ^ 2 = ddσ^2 + 2 * ddπ^2 + 2 * ddδ^2 := by
  refine ⟨sd_sum_sq h sdσ, ?_, ?_⟩
  · -- each p orbital contributes a diagonal entry of the table times its transpose
    have hrow : ∀ a, ∑ b, pd l m n pdσ pdπ a b ^ 2
        = pdπ^2 + (pdσ^2 - pdπ^2) * bond l m n a ^ 2 := by
      intro a
      have ha := congrFun (congrFun (pd_mul_transpose h pdσ pdπ) a) a
      simp only [Matrix.mul_apply, transpose_apply, Matrix.add_apply, Matrix.smul_apply,
        smul_eq_mul, vecMulVec_apply, Matrix.one_apply_eq] at ha
      simp only [sq] at ha ⊢
      linear_combination ha
    simp only [hrow, sumP, bond]
    linear_combination (pdσ^2 - pdπ^2) * h
  · -- the table is symmetric, so the sum is the trace of its square
    have hsym : ∀ a b, dd l m n ddσ ddπ ddδ a b = dd l m n ddσ ddπ ddδ b a := by
      intro a b
      cases a <;> cases b <;> rfl
    calc ∑ a, ∑ b, dd l m n ddσ ddπ ddδ a b ^ 2
        = (dd l m n ddσ ddπ ddδ * dd l m n ddσ ddπ ddδ).trace := by
          simp only [Matrix.trace, Matrix.diag_apply, Matrix.mul_apply]
          refine Finset.sum_congr rfl fun a _ => Finset.sum_congr rfl fun b _ => ?_
          rw [hsym b a, sq]
      _ = ddσ^2 + 2 * ddπ^2 + 2 * ddδ^2 := by
          rw [dd_mul h, dd_trace h]; ring

end

end SlaterKoster
```

In the p-d part, `hrow` reads off the diagonal of \(TT^T\): orbital \(a\) contributes \(\pi^2+(\sigma^2-\pi^2)r_a^2\). A single p orbital therefore does generally feel the bond direction, and only the sum over all three does not. In the d-d part, `hsym` turns the sum of squares into the trace of a product, which `dd_mul` and `dd_trace` evaluate.

```lean
#print axioms SlaterKoster.slater_koster_sum_rules
-- 'SlaterKoster.slater_koster_sum_rules' depends on axioms: [propext, Classical.choice, Quot.sound]
```

**Q.** Where would I meet this in practice?

**A.** In a non-interacting two-centre tight-binding model with orthonormal orbitals, the squared hoppings of a bond add up to its contribution to the second moment of the local density of states on either of its two atoms, summed over the orbitals of that atom's shell. Rotating the bond at fixed integrals leaves that contribution unchanged. The integrals' dependence on bond length has to be supplied separately.
